# Unbiased noise that keeps the RPA response matrix positive semidefinite never raises the average correlation energy

In the random phase approximation (RPA), let "response" mean the matrix \(M=-v^{1/2}\chi_0(i\omega)v^{1/2}\) at imaginary frequency, with \(\chi_0\) the non-interacting density response and \(v\) the Coulomb interaction. Take first a response that is a single number \(m\ge 0\), so that the RPA integrand is \(f(m)=\ln(1+m)-m\). Let a noisy calculation return \(m=0\) or \(m=2\) with probability \(1/2\) each. The mean response is 1, and its integrand is \(\ln 2-1\approx-0.307\). The averaged integrand is \(\tfrac12(0+\ln 3-2)\approx-0.451\), which is lower. The linear term averages correctly; the concave logarithm does not. A single run can still lie above the value at the mean, as \(m=0\) does here.

For equally likely samples \(m\pm\varepsilon\) with \(0\le\varepsilon\le m\), the downward bias is \(-\tfrac12\ln\bigl(1-\varepsilon^2/(1+m)^2\bigr)\), approximately \(\varepsilon^2/[2(1+m)^2]\) for small noise.

For matrices, let \(M_s\) be the response returned with probability \(p_s\), let \(\bar M=\sum_s p_sM_s\), and let \(F(M)=\ln\det(1+M)-\operatorname{Tr}M\). If the \(M_s\) are real positive semidefinite and the \(p_s\) are positive with sum one, then \(\sum_s p_sF(M_s)\le F(\bar M)\), with equality exactly when all samples coincide. For a calculation that samples the response matrix in this way, this means that averaging energies over more runs does not remove the bias of the integrand; averaging the responses of independent runs before taking the logarithm does reduce it. An unbiased random estimate of the trace of \(\ln(1+M)-M\) with the exact \(M\) is a different case and has no such bias.

The small examples that test the hypotheses below are illustrations and are not part of the Lean file.

## A sampled mean equal to the exact response

```lean
import Mathlib

open Matrix

namespace RPAResponseNoise

noncomputable section

variable {n ι κ : Type*} [Fintype n] [DecidableEq n] [Fintype ι] [Fintype κ]

/-- The RPA integrand `ln det(1 + M) - Tr M` at one imaginary frequency, for a positive
semidefinite response matrix `M`. -/
def rpaIntegrand (M : Matrix n n ℝ) : ℝ := Real.log (1 + M).det - M.trace

/-- The weighted sum `∑ p s M s` of the sampled response matrices, which is their mean when the
weights `p s` are probabilities. -/
def meanResponse (p : ι → ℝ) (M : ι → Matrix n n ℝ) : Matrix n n ℝ := ∑ s, p s • M s

/-- The log-det divergence `Tr(B⁻¹ A) - ln det A + ln det B - n` of two positive definite
`n` by `n` matrices. -/
def logDetDivergence (A B : Matrix n n ℝ) : ℝ :=
  (B⁻¹ * A).trace - Real.log A.det + Real.log B.det - Fintype.card n

/-- The RPA correlation energy `(1/2π) ∑ w_k (ln det(1 + M_k) - Tr M_k)` on a quadrature grid
of imaginary frequencies with weights `w k` and positive semidefinite responses `M k`. -/
def rpaEnergy (w : κ → ℝ) (M : κ → Matrix n n ℝ) : ℝ :=
  (2 * Real.pi)⁻¹ * ∑ k, w k * rpaIntegrand (M k)
```

Physically, `M` is the matrix \(-v^{1/2}\chi_0(i\omega)v^{1/2}\) of the opening, in a finite basis. The index type `n` labels the basis, and its size `Fintype.card n` is the dimension, written \(n\) in formulas. The types `ι` and `κ` label samples and frequencies. `rpaIntegrand` is \(F\), `meanResponse` is \(\bar M\), and `logDetDivergence` is

\[
D(A,B)=\operatorname{Tr}(B^{-1}A)-\ln\det A+\ln\det B-n .
\]

Unbiasedness is not a Lean hypothesis: the theorems compare with the mean of the samples, whatever it is. Reading that mean as the exact response is the physical assumption. Without it the comparison with the exact energy can fail: a scalar method that always returns 0 when the exact response is 1 gives an integrand that is too high.

The setting is real matrices of finite size and finitely many outcomes, so complex Hermitian responses and continuous noise distributions need a separate argument.

## Symmetric, positive semidefinite samples

With real orbitals, the lowest ones occupied, and a real basis, the exact \(M\) at imaginary frequency is symmetric and positive semidefinite. In Lean this property is `(M s).PosSemidef`, which includes symmetry. The derivation uses it to make \(1+M_s\) positive definite.

First let \(C\) be positive definite, with \(C=U\operatorname{diag}(d_i)U^T\), \(U\) orthogonal and \(d_i>0\). Since \(\ln x\le x-1\),

\[
\ln\det C=\sum_i\ln d_i\le\sum_i(d_i-1)=\operatorname{Tr}C-n .
\]

Equality forces every \(d_i=1\), hence \(C=UU^T=1\).

```lean
/-- A real positive definite matrix has an orthogonal diagonalisation with positive
eigenvalues. -/
theorem exists_diagonalisation {A : Matrix n n ℝ} (hA : A.PosDef) :
    ∃ (U : Matrix n n ℝ) (d : n → ℝ),
      U * star U = 1 ∧ (∀ i, 0 < d i) ∧ A = U * diagonal d * star U := by
  have h := hA.isHermitian.spectral_theorem
  rw [Unitary.conjStarAlgAut_apply] at h
  refine ⟨_, _, Matrix.mem_unitaryGroup_iff.mp hA.isHermitian.eigenvectorUnitary.2, ?_, h⟩
  intro i
  simpa using hA.eigenvalues_pos i

/-- For a positive definite `n` by `n` matrix, `ln det C ≤ Tr C - n`, and equality forces `C`
to be the identity. -/
theorem log_det_le_trace {C : Matrix n n ℝ} (hC : C.PosDef) :
    Real.log C.det ≤ C.trace - Fintype.card n ∧
      (Real.log C.det = C.trace - Fintype.card n → C = 1) := by
  obtain ⟨U, d, hU, hd, hCU⟩ := exists_diagonalisation hC
  have hU' : star U * U = 1 := mul_eq_one_comm.mp hU
  have h1 : U.det * (star U).det = 1 := by rw [← det_mul, hU, det_one]
  have hdet : C.det = ∏ i, d i := by
    rw [hCU, det_mul, det_mul, det_diagonal]
    linear_combination (∏ i, d i) * h1
  have htr : C.trace = ∑ i, d i := by
    rw [hCU, trace_mul_comm, ← mul_assoc, hU', one_mul, trace_diagonal]
  have hlog : Real.log C.det = ∑ i, Real.log (d i) := by
    rw [hdet]
    apply Real.log_prod
    exact fun i _ => (hd i).ne'
  have hsub : C.trace - Fintype.card n = ∑ i, (d i - 1) := by
    simp [Finset.sum_sub_distrib, htr]
  -- the scalar inequality ln x ≤ x - 1 for every eigenvalue
  have hle : ∀ i ∈ Finset.univ, Real.log (d i) ≤ d i - 1 :=
    fun i _ => Real.log_le_sub_one_of_pos (hd i)
  rw [hlog, hsub]
  refine ⟨Finset.sum_le_sum hle, fun heq => ?_⟩
  have hone : d = fun _ => 1 := by
    funext i
    by_contra hne
    have h2 := (Finset.sum_eq_sum_iff_of_le hle).mp heq i (Finset.mem_univ i)
    exact (Real.log_lt_sub_one_of_pos (hd i) hne).ne h2
  rw [hCU, hone, diagonal_one, mul_one, hU]
```

The first lemma supplies \(U\) and \(d\). In the second, `hdet` and `htr` express determinant and trace through the eigenvalues, `hle` is the scalar inequality, and its strict version gives `hone`, the equality case.

Now let \(A\) and \(B\) be positive definite. Diagonalise \(B=U\operatorname{diag}(b_i)U^T\) and set \(K=U\operatorname{diag}(b_i^{-1/2})\), so that \(K^TBK=1\). Then \(K\) is invertible, \(KK^T=B^{-1}\), and \(C=K^TAK\) is positive definite with

\[
\operatorname{Tr}C=\operatorname{Tr}(B^{-1}A),\qquad \det A=\det C\,\det B .
\]

Therefore \(D(A,B)=\operatorname{Tr}C-n-\ln\det C\ge0\). If it vanishes, then \(C=1\), so \(A^{-1}=KK^T=B^{-1}\) and \(A=B\). Conversely, \(D(B,B)=\operatorname{Tr}1-n=0\).

```lean
/-- A positive definite matrix `B` is brought to the identity by a congruence `Kᴴ B K`. -/
theorem exists_whitening {B : Matrix n n ℝ} (hB : B.PosDef) :
    ∃ K : Matrix n n ℝ, Kᴴ * B * K = 1 := by
  obtain ⟨U, d, hU, hd, hBU⟩ := exists_diagonalisation hB
  have hU' : star U * U = 1 := mul_eq_one_comm.mp hU
  -- E is the inverse square root of the diagonal part
  obtain ⟨E, hE, hED⟩ : ∃ E : Matrix n n ℝ, Eᴴ = E ∧ E * diagonal d * E = 1 := by
    refine ⟨diagonal fun i => (√(d i))⁻¹, ?_, ?_⟩
    · rw [diagonal_conjTranspose, star_trivial]
    · rw [diagonal_mul_diagonal, diagonal_mul_diagonal, ← diagonal_one]
      congr 1
      funext i
      have h0 : √(d i) ≠ 0 := (Real.sqrt_pos.mpr (hd i)).ne'
      have h2 : √(d i) * √(d i) = d i := Real.mul_self_sqrt (hd i).le
      calc (√(d i))⁻¹ * d i * (√(d i))⁻¹
          = (√(d i))⁻¹ * (√(d i) * √(d i)) * (√(d i))⁻¹ := by rw [h2]
        _ = 1 := by field_simp
  refine ⟨U * E, ?_⟩
  calc (U * E)ᴴ * B * (U * E)
      = E * (star U * U) * diagonal d * (star U * U) * E := by
        rw [conjTranspose_mul, hE, ← star_eq_conjTranspose, hBU]
        noncomm_ring
    _ = 1 := by rw [hU', mul_one, mul_one, hED]

/-- The log-det divergence of two positive definite matrices is nonnegative, and it vanishes
exactly when they are equal. -/
theorem logDetDivergence_nonneg {A B : Matrix n n ℝ} (hA : A.PosDef) (hB : B.PosDef) :
    0 ≤ logDetDivergence A B ∧ (logDetDivergence A B = 0 ↔ A = B) := by
  obtain ⟨K, hK⟩ := exists_whitening hB
  have hinj : Function.Injective K.mulVec := by
    intro x y h
    calc x = (Kᴴ * B * K) *ᵥ x := by rw [hK, one_mulVec]
      _ = (Kᴴ * B) *ᵥ (K *ᵥ x) := by rw [mulVec_mulVec]
      _ = (Kᴴ * B) *ᵥ (K *ᵥ y) := by rw [show K *ᵥ x = K *ᵥ y from h]
      _ = y := by rw [mulVec_mulVec, hK, one_mulVec]
  have hC : (Kᴴ * A * K).PosDef := hA.conjTranspose_mul_mul_same hinj
  have hKB : K * Kᴴ * B = 1 := by
    rw [mul_assoc]
    exact mul_eq_one_comm.mp hK
  have htr : (B⁻¹ * A).trace = (Kᴴ * A * K).trace := by
    rw [inv_eq_left_inv hKB, trace_mul_comm (Kᴴ * A) K, mul_assoc]
  have hdet : A.det = (Kᴴ * A * K).det * B.det := by
    have h := congrArg Matrix.det hK
    rw [det_mul, det_mul, det_one] at h
    rw [det_mul, det_mul]
    linear_combination -A.det * h
  have hlog : Real.log A.det = Real.log (Kᴴ * A * K).det + Real.log B.det := by
    rw [hdet, Real.log_mul hC.det_pos.ne' hB.det_pos.ne']
  obtain ⟨hle, heq⟩ := log_det_le_trace hC
  unfold logDetDivergence
  rw [htr, hlog]
  refine ⟨by linarith, fun h => ?_, fun h => ?_⟩
  · -- A and B are both inverse to K Kᴴ
    have h1 : K * (Kᴴ * A) = 1 := mul_eq_one_comm.mp (heq (by linarith))
    rw [← mul_assoc] at h1
    exact left_inv_eq_right_inv (mul_eq_one_comm.mp h1) hKB
  · rw [h, hK, det_one, trace_one, Real.log_one]
    ring
```

Here `hinj` shows that \(K\) is injective, which makes `hC` available; `htr` and `hdet` are the two displayed identities. For real matrices `Kᴴ` is the transpose.

The argument by hand needs only that \(1+M_s\) is positive definite. A positive determinant is not enough: for the \(2\times2\) samples \(M=-2\cdot1\) and \(M=2\cdot1\), equally likely, the averaged integrand is \(\ln3\), while the integrand at the mean is 0. Symmetry matters too. The samples \(\pm\begin{pmatrix}0&a\\-a&0\end{pmatrix}\) with \(a\ne0\) have a vanishing quadratic form and mean zero, yet their averaged integrand is \(\ln(1+a^2)>0\). A stochastic estimator that breaks the symmetry of the response therefore falls outside the theorem.

## Nonnegative probabilities

The weights are the probabilities of the outcomes. Their sign is used twice: it makes \(\bar M\) positive semidefinite, so that \(1+\bar M\) is positive definite, and it keeps each term \(p_sD(1+M_s,1+\bar M)\) nonnegative.

```lean
omit [Fintype n] in
/-- The weighted sum of positive semidefinite responses with nonnegative weights, shifted by the
identity, is positive definite. -/
theorem one_add_mean_posDef {p : ι → ℝ} {M : ι → Matrix n n ℝ} (hp : ∀ s, 0 ≤ p s)
    (hM : ∀ s, (M s).PosSemidef) : (1 + meanResponse p M).PosDef :=
  PosDef.one.add_posSemidef (posSemidef_sum _ fun s _ => (hM s).smul (hp s))
```

This lemma does the first job, as a sum of nonnegative multiples plus the identity. With signed weights the inequality can reverse: weights 2 and \(-1\) on the scalars 1 and 0 have mean 2, but \(2\ln2>\ln3\).

## Probabilities that sum to one

Normalisation gives \(\sum_sp_s(1+M_s)=1+\bar M\). Write \(A_s=1+M_s\) and \(B=1+\bar M\). Then

\[
\sum_sp_s\operatorname{Tr}(B^{-1}A_s)=\operatorname{Tr}(B^{-1}B)=n,
\]

and hence

\[
\sum_sp_sD(A_s,B)=\ln\det B-\sum_sp_s\ln\det A_s
=F(\bar M)-\sum_sp_sF(M_s).
\]

The last step uses \(\operatorname{Tr}\bar M=\sum_sp_s\operatorname{Tr}M_s\). The bias is thus exactly an averaged divergence.

```lean
/-- For positive semidefinite samples with probabilities `p s`, the RPA integrand of the mean
response exceeds the averaged integrand by exactly the averaged log-det divergence of
`1 + M s` from `1 + mean`. -/
theorem bias_eq_divergence {p : ι → ℝ} {M : ι → Matrix n n ℝ} (hp : ∀ s, 0 ≤ p s)
    (hp1 : ∑ s, p s = 1) (hM : ∀ s, (M s).PosSemidef) :
    rpaIntegrand (meanResponse p M) - ∑ s, p s * rpaIntegrand (M s) =
      ∑ s, p s * logDetDivergence (1 + M s) (1 + meanResponse p M) := by
  have hB := one_add_mean_posDef hp hM
  have hsum : ∑ s, p s • (1 + M s) = 1 + meanResponse p M := by
    simp only [smul_add, Finset.sum_add_distrib, ← Finset.sum_smul, hp1, one_smul, meanResponse]
  -- the first-order term averages to the dimension
  have hT : ∑ s, p s * ((1 + meanResponse p M)⁻¹ * (1 + M s)).trace = Fintype.card n := by
    calc _ = ((1 + meanResponse p M)⁻¹ * ∑ s, p s • (1 + M s)).trace := by
          simp only [Finset.mul_sum, Matrix.mul_smul, trace_sum, trace_smul, smul_eq_mul]
      _ = Fintype.card n := by
          rw [hsum, nonsing_inv_mul _ hB.det_pos.ne'.isUnit, trace_one]
  have htr : (meanResponse p M).trace = ∑ s, p s * (M s).trace := by
    simp only [meanResponse, trace_sum, trace_smul, smul_eq_mul]
  -- distribute over real sums only, leaving the matrix products intact
  have hadd : ∀ a b c : ℝ, a * (b + c) = a * b + a * c := mul_add
  simp only [rpaIntegrand, logDetDivergence, mul_sub, hadd, Finset.sum_sub_distrib,
    Finset.sum_add_distrib, ← Finset.sum_mul, hp1, hT, htr]
  ring
```

The hypothesis `hp1` is used in `hsum` and again in the last `simp only`, where it averages the constant terms \(\ln\det B\) and \(n\); `hT` is the trace identity. Without normalisation the inequality can fail: one scalar sample \(m=1\) with weight 2 again gives \(2\ln2>\ln3\).

## Strictly positive probabilities

Strict positivity says that every listed outcome really occurs. It is needed for the equality case. If the bias is zero, every \(p_sD(A_s,B)\) is zero; dividing by \(p_s\) gives \(A_s=B\), so \(M_s=\bar M\) for all \(s\). Conversely, equal samples equal their mean, and every divergence vanishes.

```lean
/-- For positive semidefinite sampled responses with positive probabilities, the averaged RPA
integrand is at most the integrand of the mean response, with equality exactly when all samples
are equal. -/
theorem average_rpaIntegrand_le {p : ι → ℝ} {M : ι → Matrix n n ℝ} (hp : ∀ s, 0 < p s)
    (hp1 : ∑ s, p s = 1) (hM : ∀ s, (M s).PosSemidef) :
    ∑ s, p s * rpaIntegrand (M s) ≤ rpaIntegrand (meanResponse p M) ∧
      (∑ s, p s * rpaIntegrand (M s) = rpaIntegrand (meanResponse p M) ↔
        ∀ s t, M s = M t) := by
  have hbias := bias_eq_divergence (fun s => (hp s).le) hp1 hM
  have hB := one_add_mean_posDef (fun s => (hp s).le) hM
  have hD := fun s => logDetDivergence_nonneg (PosDef.one.add_posSemidef (hM s)) hB
  have hterm : ∀ s ∈ Finset.univ,
      0 ≤ p s * logDetDivergence (1 + M s) (1 + meanResponse p M) :=
    fun s _ => mul_nonneg (hp s).le (hD s).1
  have hnn := Finset.sum_nonneg hterm
  refine ⟨by linarith, fun h => ?_, fun h => ?_⟩
  · -- zero bias makes every divergence vanish
    have h0 := (Finset.sum_eq_zero_iff_of_nonneg hterm).mp (by linarith)
    have hmean : ∀ s, M s = meanResponse p M := fun s =>
      add_left_cancel ((hD s).2.mp
        ((mul_eq_zero.mp (h0 s (Finset.mem_univ s))).resolve_left (hp s).ne'))
    exact fun s t => (hmean s).trans (hmean t).symm
  · have hmean : ∀ s, meanResponse p M = M s := fun s => by
      unfold meanResponse
      rw [Finset.sum_congr rfl fun t _ => by rw [h t s], ← Finset.sum_smul, hp1, one_smul]
    have h0 := Finset.sum_eq_zero fun s (_ : s ∈ Finset.univ) =>
      show p s * logDetDivergence (1 + M s) (1 + meanResponse p M) = 0 by
        rw [(hD s).2.mpr (by rw [hmean s]), mul_zero]
    linarith
```

The theorem states the inequality together with an equivalence, whose right side `∀ s t, M s = M t` says that all samples are equal. `Finset.sum_eq_zero_iff_of_nonneg` passes from a zero sum to zero terms, and `(hp s).ne'` removes the weight. If a weight were allowed to vanish, a different sample of probability zero could be listed without disturbing equality.

## An upper bound from the same samples

Nonnegative, normalised probabilities and positive semidefinite samples also limit the bias from above. Exchange the arguments of the divergence:

\[
0\le\sum_sp_sD(B,A_s)=\sum_sp_s\operatorname{Tr}(A_s^{-1}B)-n-\Bigl[\ln\det B-\sum_sp_s\ln\det A_s\Bigr].
\]

The bracket is the bias.

```lean
/-- For positive semidefinite samples with probabilities `p s`, the downward bias of the RPA
integrand is at most the average of `Tr((1 + M s)⁻¹ (1 + mean))` minus the dimension. -/
theorem bias_le {p : ι → ℝ} {M : ι → Matrix n n ℝ} (hp : ∀ s, 0 ≤ p s)
    (hp1 : ∑ s, p s = 1) (hM : ∀ s, (M s).PosSemidef) :
    rpaIntegrand (meanResponse p M) - ∑ s, p s * rpaIntegrand (M s) ≤
      ∑ s, p s * ((1 + M s)⁻¹ * (1 + meanResponse p M)).trace - Fintype.card n := by
  have hB := one_add_mean_posDef hp hM
  -- the divergence with its two arguments exchanged
  have h := Finset.sum_nonneg fun s (_ : s ∈ Finset.univ) => mul_nonneg (hp s)
    (logDetDivergence_nonneg hB (PosDef.one.add_posSemidef (hM s))).1
  have htr : (meanResponse p M).trace = ∑ s, p s * (M s).trace := by
    simp only [meanResponse, trace_sum, trace_smul, smul_eq_mul]
  have hadd : ∀ a b c : ℝ, a * (b + c) = a * b + a * c := mul_add
  simp only [logDetDivergence, mul_sub, hadd, Finset.sum_sub_distrib,
    Finset.sum_add_distrib, ← Finset.sum_mul, hp1] at h
  simp only [rpaIntegrand, mul_sub, Finset.sum_sub_distrib, htr]
  linarith
```

In the proof `h` is this inequality, and `linarith` rearranges it. For the opening example the bound is \(1/3\), against a bias of about 0.144.

## Nonnegative quadrature weights

On a grid of imaginary frequencies \(i\omega_k\) with \(\omega_k\ge0\), the correlation energy is approximated by \(\frac1{2\pi}\sum_kw_kF(M_k)\), where \(w_k\) are the quadrature weights for the integral over \(\omega\) from 0 to infinity and \(M_k\) is the response at \(i\omega_k\). Exchanging the sums over samples and frequencies leaves the integrand inequality at each \(k\), and multiplying by \(w_k\ge0\) preserves it.

```lean
/-- With nonnegative quadrature weights and positive semidefinite samples of positive
probability, the averaged RPA correlation energy is at most the energy of the mean response. -/
theorem average_rpaEnergy_le {p : ι → ℝ} {w : κ → ℝ} {M : ι → κ → Matrix n n ℝ}
    (hp : ∀ s, 0 < p s) (hp1 : ∑ s, p s = 1) (hw : ∀ k, 0 ≤ w k)
    (hM : ∀ s k, (M s k).PosSemidef) :
    ∑ s, p s * rpaEnergy w (M s) ≤ rpaEnergy w fun k => meanResponse p fun s => M s k := by
  have hswap : ∑ s, p s * rpaEnergy w (M s) =
      (2 * Real.pi)⁻¹ * ∑ k, w k * ∑ s, p s * rpaIntegrand (M s k) := by
    simp only [rpaEnergy, Finset.mul_sum]
    rw [Finset.sum_comm]
    exact Finset.sum_congr rfl fun k _ => Finset.sum_congr rfl fun s _ => by ring
  rw [hswap]
  exact mul_le_mul_of_nonneg_left (Finset.sum_le_sum fun k _ =>
    mul_le_mul_of_nonneg_left (average_rpaIntegrand_le hp hp1 fun s => hM s k).1 (hw k))
    (by positivity)

end

end RPAResponseNoise
```

The exchange is `hswap`; `hw` is used in the inner `mul_le_mul_of_nonneg_left`. Each sample `M s` supplies responses at all frequencies, so noise may be correlated between them. With a single frequency and a negative weight, the inequality would reverse. This theorem gives the inequality for the discretised energy, without an equality case.

```lean
#print axioms RPAResponseNoise.bias_le
#print axioms RPAResponseNoise.average_rpaEnergy_le
```

```
'RPAResponseNoise.bias_le' depends on axioms: [propext, Classical.choice, Quot.sound]
'RPAResponseNoise.average_rpaEnergy_le' depends on axioms: [propext, Classical.choice, Quot.sound]
```
